# Between two strict minima of a differentiable one-dimensional energy profile lies a stationary point above both

A potential well can be defined by its curvature or by its energies. Here it is defined by energies: $a$ is a strict well of $E:\mathbb R\to\mathbb R$ if $E(a)<E(x)$ for all $x\neq a$ close enough to $a$. The second derivative need not be positive, or even exist, so a well with a quartic bottom counts.

```lean
import Mathlib

open Set Filter Topology

namespace MountainPassOneDim

noncomputable section
```

In `StrictWell`, the filter `𝓝[≠] a` stands for "close to $a$ but not equal to it".

```lean
/-- A strict well of the energy profile `E`: all other points close to `a` have higher energy. -/
def StrictWell (E : ℝ → ℝ) (a : ℝ) : Prop :=
  ∀ᶠ x in 𝓝[≠] a, E a < E x
```

The barrier also needs a definition that does not presuppose where its top is. A path is a continuous map $\gamma$ on $[0,1]$ with $\gamma(0)=a$ and $\gamma(1)=b$; it may backtrack or leave $[a,b]$. The set `pathPeaks E a b` collects the highest energies attained along such paths, and its least element is the minimax barrier level.

```lean
/-- The peak energies of all continuous paths that lead from `a` to `b`. -/
def pathPeaks (E : ℝ → ℝ) (a b : ℝ) : Set ℝ :=
  {m | ∃ γ : ℝ → ℝ, ContinuousOn γ (Icc 0 1) ∧ γ 0 = a ∧ γ 1 = b ∧
    IsGreatest ((fun t => E (γ t)) '' Icc 0 1) m}
```

A quartic double well serves as the example.

```lean
/-- The quartic profile `h * ((x / w) ^ 2 - 1) ^ 2` with height parameter `h` and width parameter
`w`. -/
def quarticWell (h w x : ℝ) : ℝ := h * ((x / w) ^ 2 - 1) ^ 2
```

For differentiable $E$ and strict wells $a<b$, the main theorem gives a point $c$ with $a<c<b$, $E'(c)=0$ and $E(c)>\max(E(a),E(b))$. Moreover, $E(c)$ is the maximum of $E$ on $[a,b]$ and the least element of `pathPeaks E a b`. The point $c$ need not be unique, since the barrier may have a flat top.

## Strict wells put higher ground between them

Physically, strictness means that any small displacement from the minimum costs energy. By hand, choose $x$ in $(a,b)$ so close to $a$ that $E(x)>E(a)$, and $y$ in $(a,b)$ so close to $b$ that $E(y)>E(b)$. The condition $a<b$ labels the wells from left to right and leaves room for these points.

The two lemmas restrict the punctured neighbourhood to its inner side, intersect it with the interval and pick a point.

```lean
/-- Between a strict well and any point to its right there is a point of higher energy
than the well. -/
theorem StrictWell.exists_higher_right {E : ℝ → ℝ} {a b : ℝ} (ha : StrictWell E a)
    (hab : a < b) : ∃ x ∈ Ioo a b, E a < E x := by
  have h1 : ∀ᶠ x in 𝓝[>] a, E a < E x :=
    ha.filter_mono (nhdsWithin_mono a (fun x hx => ne_of_gt hx))
  have h2 : ∀ᶠ x in 𝓝[>] a, x ∈ Ioo a b := Ioo_mem_nhdsGT hab
  obtain ⟨x, hx, hE⟩ := (h2.and h1).exists
  exact ⟨x, hx, hE⟩

/-- Between a strict well and any point to its left there is a point of higher energy
than the well. -/
theorem StrictWell.exists_higher_left {E : ℝ → ℝ} {a b : ℝ} (hb : StrictWell E b)
    (hab : a < b) : ∃ x ∈ Ioo a b, E b < E x := by
  have h1 : ∀ᶠ x in 𝓝[<] b, E b < E x :=
    hb.filter_mono (nhdsWithin_mono b (fun x hx => ne_of_lt hx))
  have h2 : ∀ᶠ x in 𝓝[<] b, x ∈ Ioo a b := Ioo_mem_nhdsLT hab
  obtain ⟨x, hx, hE⟩ := (h2.and h1).exists
  exact ⟨x, hx, hE⟩
```

Without strictness the conclusion fails: for constant $E$ every point is a local minimum, and no point lies higher. One well is not enough either, since $E(x)=x^2$ has no stationary point between $0$ and $1$.

## Continuity makes the profile attain its maximum

Continuity means that the energy does not jump as the coordinate changes. A continuous function on the closed interval $[a,b]$ attains its maximum at some $c$. With the points $x$ and $y$ found above,

$$E(c)\ge E(x)>E(a),\qquad E(c)\ge E(y)>E(b).$$

Hence $c\neq a$, $c\neq b$, and $E(c)>\max(E(a),E(b))$.

In the proof, `isCompact_Icc.exists_isMaxOn` supplies $c$, and `hac` and `hbc` are the two inequalities.

```lean
/-- A continuous energy profile between two strict wells attains its maximum at an interior
point, and this maximum lies above both wells. -/
theorem exists_barrier_top {E : ℝ → ℝ} {a b : ℝ} (hE : ContinuousOn E (Icc a b))
    (hab : a < b) (ha : StrictWell E a) (hb : StrictWell E b) :
    ∃ c ∈ Ioo a b, max (E a) (E b) < E c ∧ ∀ x ∈ Icc a b, E x ≤ E c := by
  obtain ⟨c, hc, hmax⟩ := isCompact_Icc.exists_isMaxOn (nonempty_Icc.2 hab.le) hE
  have hmax' : ∀ x ∈ Icc a b, E x ≤ E c := fun x hx => hmax hx
  obtain ⟨x, hx, hax⟩ := ha.exists_higher_right hab
  obtain ⟨y, hy, hby⟩ := hb.exists_higher_left hab
  have hac : E a < E c := lt_of_lt_of_le hax (hmax' x (Ioo_subset_Icc_self hx))
  have hbc : E b < E c := lt_of_lt_of_le hby (hmax' y (Ioo_subset_Icc_self hy))
  -- the maximum cannot sit at an end point, because both ends are lower
  have hca : a ≠ c := fun h => by
    rw [h] at hac
    exact lt_irrefl _ hac
  have hcb : c ≠ b := fun h => by
    rw [h] at hbc
    exact lt_irrefl _ hbc
  exact ⟨c, ⟨lt_of_le_of_ne hc.1 hca, lt_of_le_of_ne hc.2 hcb⟩, max_lt hac hbc, hmax'⟩
```

Without continuity there may be no top. The profile $x^2+1/x^2$, with the value $0$ assigned at $x=0$, has strict wells at $\pm1$ but grows without bound near $0$.

## A single coordinate forces every path over the top

The straight path $\gamma(t)=a+t(b-a)$ stays in $[a,b]$ and reaches $c$ at $t=(c-a)/(b-a)$, so its peak is $E(c)$. For any other path, $\gamma(0)=a\le c\le b=\gamma(1)$. By the intermediate value theorem $\gamma(t)=c$ for some $t$, so its peak is at least $E(c)$.

These are the two halves of `IsLeast`: membership in the set and being a lower bound for it.

```lean
/-- The highest energy on the segment from `a` to `b` is the least peak energy among all
continuous paths from `a` to `b`. -/
theorem isLeast_pathPeaks {E : ℝ → ℝ} {a b c : ℝ} (hab : a < b) (hc : c ∈ Icc a b)
    (hmax : ∀ x ∈ Icc a b, E x ≤ E c) : IsLeast (pathPeaks E a b) (E c) := by
  have hba : 0 < b - a := sub_pos.2 hab
  constructor
  · -- the straight path has its peak at `c`
    refine ⟨fun t => a + t * (b - a), by fun_prop, by simp, by simp, ?_, ?_⟩
    · refine ⟨(c - a) / (b - a), ⟨div_nonneg (sub_nonneg.2 hc.1) hba.le,
        (div_le_one hba).2 (by linarith [hc.2])⟩, ?_⟩
      have h : a + (c - a) / (b - a) * (b - a) = c := by
        rw [div_mul_cancel₀ _ hba.ne']
        ring
      exact congrArg E h
    · rintro _ ⟨t, ht, rfl⟩
      exact hmax (a + t * (b - a)) ⟨by nlinarith [mul_nonneg ht.1 hba.le],
        by nlinarith [mul_nonneg (sub_nonneg.2 ht.2) hba.le]⟩
  · -- every other path has to cross `c`
    rintro m ⟨γ, hγ, h0, h1, hm⟩
    have hc' : c ∈ Icc (γ 0) (γ 1) := by
      rw [h0, h1]
      exact hc
    obtain ⟨t, ht, htc⟩ := intermediate_value_Icc (zero_le_one' ℝ) hγ hc'
    have h : E (γ t) ≤ m := hm.2 ⟨t, ht, rfl⟩
    rwa [htc] at h
```

If paths could jump, one could pass from $a$ to $b$ without meeting $c$. In several dimensions even a continuous path can go round a peak. The mountain pass theorem of the calculus of variations treats that setting and needs a compactness condition on the function; in the plane, a smooth function with two strict minima need not have any other stationary point.

## Differentiability makes the force vanish at the top

Differentiability means that the force $-E'$ is defined. At the interior maximum $c$, the difference quotient $(E(c+\varepsilon)-E(c))/\varepsilon$ is at most $0$ for small $\varepsilon>0$ and at least $0$ for small $\varepsilon<0$. Its limit exists, so it is $0$.

The proof obtains this from `IsLocalMax.deriv_eq_zero`. The conclusion is stated as `HasDerivAt E 0 c` because Mathlib sets `deriv` to $0$ where no derivative exists, so `deriv E c = 0` alone would also hold at a cusp.

```lean
/-- One-dimensional mountain pass: between two strict wells of a differentiable energy profile
there is a stationary point above both wells, and its energy is the least peak energy among all
continuous paths from one well to the other. -/
theorem mountain_pass {E : ℝ → ℝ} {a b : ℝ} (hE : Differentiable ℝ E) (hab : a < b)
    (ha : StrictWell E a) (hb : StrictWell E b) :
    ∃ c ∈ Ioo a b, HasDerivAt E 0 c ∧ max (E a) (E b) < E c ∧
      (∀ x ∈ Icc a b, E x ≤ E c) ∧ IsLeast (pathPeaks E a b) (E c) := by
  obtain ⟨c, hc, htop, hmax⟩ := exists_barrier_top hE.continuous.continuousOn hab ha hb
  have hloc : ∀ᶠ x in 𝓝 c, E x ≤ E c := by
    filter_upwards [Icc_mem_nhds hc.1 hc.2] with x hx using hmax x hx
  -- the force vanishes at an interior maximum
  have hzero : deriv E c = 0 := IsLocalMax.deriv_eq_zero hloc
  have hd : HasDerivAt E (deriv E c) c := (hE c).hasDerivAt
  rw [hzero] at hd
  exact ⟨c, hc, hd, htop, hmax, isLeast_pathPeaks hab (Ioo_subset_Icc_self hc) hmax⟩
```

Without differentiability the top may be a cusp. The lower of two crossing parabolas, $\min\{(x+1)^2,(x-1)^2\}$, has strict wells at $\pm1$ and its barrier top at $0$, where the slope jumps from $2$ to $-2$.

## A second derivative at a maximum is not positive

Suppose that $E'$ has derivative $k$ at a local maximum $c$, where $k$ is the force constant. If $k>0$, then $E'$ is negative just left of $c$ and positive just right of it, so $c$ is also a local minimum. Then $E$ is constant near $c$ and $k=0$, a contradiction. The proof takes the same route, with `hflat` expressing the constancy.

```lean
/-- At a local maximum of a differentiable energy profile the second derivative, where it
exists, is not positive. -/
theorem curvature_nonpos {E : ℝ → ℝ} {c k : ℝ} (hE : Differentiable ℝ E)
    (hc : IsLocalMax E c) (hk : HasDerivAt (deriv E) k c) : k ≤ 0 := by
  by_contra hcon
  have hpos : 0 < deriv (deriv E) c := by
    rw [hk.deriv]
    exact not_le.1 hcon
  -- positive curvature would make `c` a local minimum too, so `E` would be flat near `c`
  have hmin : IsLocalMin E c :=
    isLocalMin_of_deriv_deriv_pos hpos hc.deriv_eq_zero (hE c).continuousAt
  have h1 : ∀ᶠ x in 𝓝 c, E x ≤ E c := hc
  have h2 : ∀ᶠ x in 𝓝 c, E c ≤ E x := hmin
  have hflat : E =ᶠ[𝓝 c] fun _ => E c := by
    filter_upwards [h1, h2] with x hx hx' using le_antisymm hx hx'
  have h3 : deriv (deriv E) c = 0 := by
    rw [hflat.deriv.deriv_eq]
    simp
  linarith
```

The value $k=0$ is possible, as $-x^4$ shows at $0$. Without the maximum hypothesis the sign is free: $x^2$ has $k=2$ at $0$.

## Positive height and width give a double well with barrier $h$

For $E(x)=h\,((x/w)^2-1)^2$, the parameter $h>0$ is the barrier height and $w>0$ is half the distance between the minima. The energy is $0$ at $\pm w$ and positive elsewhere, so both points are strict wells. The first lemma treats them together as a point $s$ with $s^2=w^2$.

```lean
/-- For `h > 0` and `w > 0`, a point `s` with `s² = w²` is a strict well of the quartic profile. -/
theorem quarticWell_strictWell {h w s : ℝ} (hh : 0 < h) (hw : 0 < w) (hs : s ^ 2 = w ^ 2) :
    StrictWell (quarticWell h w) s := by
  have hw2 : w ^ 2 ≠ 0 := pow_ne_zero 2 hw.ne'
  have hs0 : s ≠ 0 := fun h0 => hw2 (by rw [← hs, h0]; norm_num)
  have hne : s ≠ -s := fun h0 => hs0 (by linarith)
  have hnear : ∀ᶠ x in 𝓝[≠] s, x ≠ -s :=
    mem_nhdsWithin_of_mem_nhds (isOpen_ne.mem_nhds hne)
  have hself : ∀ᶠ x in 𝓝[≠] s, x ≠ s := self_mem_nhdsWithin
  have hzero : quarticWell h w s = 0 := by
    unfold quarticWell
    rw [div_pow, hs, div_self hw2]
    ring
  unfold StrictWell
  filter_upwards [hnear, hself] with x hx1 hx2
  have hx : (x / w) ^ 2 - 1 ≠ 0 := by
    intro h0
    have h1 : x ^ 2 / w ^ 2 = 1 := by
      rw [← div_pow]
      linarith
    have h2 : x ^ 2 = s ^ 2 := by
      rw [hs]
      exact (div_eq_one_iff_eq hw2).1 h1
    rcases sq_eq_sq_iff_eq_or_eq_neg.1 h2 with h3 | h3
    · exact hx2 h3
    · exact hx1 h3
  rw [hzero]
  unfold quarticWell
  positivity
```

On $[-w,w]$ put $u=(x/w)^2\in[0,1]$. Then $1-(u-1)^2=u(2-u)\ge0$, so $E(x)\le h=E(0)$, and the path argument gives the barrier level $h$.

```lean
/-- For `h > 0` and `w > 0`, the quartic profile has strict wells at `-w` and `w`, and the least
peak energy of a continuous path between them is `h`. -/
theorem quarticWell_witness {h w : ℝ} (hh : 0 < h) (hw : 0 < w) :
    StrictWell (quarticWell h w) (-w) ∧ StrictWell (quarticWell h w) w ∧
      IsLeast (pathPeaks (quarticWell h w) (-w) w) h := by
  refine ⟨quarticWell_strictWell hh hw (by ring), quarticWell_strictWell hh hw rfl, ?_⟩
  have h0 : quarticWell h w 0 = h := by simp [quarticWell]
  have hmax : ∀ x ∈ Icc (-w) w, quarticWell h w x ≤ quarticWell h w 0 := by
    intro x hx
    rw [h0]
    unfold quarticWell
    have hu : (x / w) ^ 2 ≤ 1 := by
      rw [div_pow, div_le_one (by positivity)]
      nlinarith [mul_nonneg (sub_nonneg.2 hx.2) (by linarith [hx.1] : 0 ≤ x + w)]
    have hu0 : 0 ≤ (x / w) ^ 2 := sq_nonneg _
    have hsq : ((x / w) ^ 2 - 1) ^ 2 ≤ 1 := by
      nlinarith [mul_nonneg hu0 (sub_nonneg.2 hu)]
    linarith [mul_le_mul_of_nonneg_left hsq hh.le]
  have hleast := isLeast_pathPeaks (by linarith : -w < w)
    (⟨by linarith, hw.le⟩ : (0 : ℝ) ∈ Icc (-w) w) hmax
  rwa [h0] at hleast

end

end MountainPassOneDim
```

At $h=0$ the profile is flat, and for $h<0$ the wells become maxima. At $w=0$ the formula divides by zero; Lean's convention $x/0=0$ then makes the profile constant, with no strict well.

```lean
#print axioms MountainPassOneDim.mountain_pass
#print axioms MountainPassOneDim.curvature_nonpos
```

```
'MountainPassOneDim.mountain_pass' depends on axioms: [propext, Classical.choice, Quot.sound]
'MountainPassOneDim.curvature_nonpos' depends on axioms: [propext, Classical.choice, Quot.sound]
```

## Reading a barrier from a scan

In a one-parameter energy scan between two minima, the highest computed energy is a lower bound for the maximum of the scanned profile, since the grid may miss $c$; refining the grid or interpolating near that point can improve the estimate. In a relaxed scan the remaining coordinates can switch abruptly to another arrangement, and if the two arrangements differ in energy there, the profile jumps, which violates the continuity hypothesis. On a fixed path through a many-atom surface, $E'(c)=0$ removes only the force along the path; a transition state also requires that the forces across the path vanish and that the Hessian has exactly one negative eigenvalue.
